# If a single Newton step lands on the same point from every start, a differentiable map is affine

A self-consistent field calculation looks for a zero of a residual, and the same solution can be written as the zero of many different residuals. Newton's method converges faster on some of them than on others. Without a limit on what such rewriting can achieve, one could go on searching for a nonlinear residual whose Newton step hits the solution from every starting point. For residuals that are differentiable on the whole space, that search has no solution.

## From one-step convergence to a straight line

Take first a real differentiable function $f$ with $f'(x)\neq 0$ everywhere, and suppose that $x-f(x)/f'(x)=r$ for every $x$, with $r$ fixed. Then $f(x)=f'(x)(x-r)$, and in particular $f(r)=0$. For $x\neq r$,

$$\frac{d}{dx}\,\frac{f(x)}{x-r}=\frac{f'(x)(x-r)-f(x)}{(x-r)^2}=0 .$$

The quotient is therefore constant on each side of $r$. Since $f(r)=0$, it is also the difference quotient of $f$ at $r$, so both constants equal $c=f'(r)$. Hence $f(x)=c(x-r)$ with $c\neq0$.

The same argument works for a differentiable map $F:E\to G$ between real normed spaces, applied along rays from $r$. Write the Newton equation for a step from $x$ to $y$ as $F(x)+F'(x)(y-x)=0$, and suppose that $y=r$ solves it for every $x$. At $x=r+sv$, with $v\in E$ and $s$ real, it reads

$$F(r+sv)=s\,F'(r+sv)v .$$

For $s>0$ it follows that

$$\frac{d}{ds}\,\frac{F(r+sv)}{s}=\frac{F'(r+sv)v}{s}-\frac{F(r+sv)}{s^2}=0 .$$

Comparing $s=t>0$ with $s=1$ gives $F(r+tv)=t\,F(r+v)$. Now put $v=x-r$, so that $F(r+t(x-r))=t\,F(x)$ for $t>0$. This also holds at $t=0$, because the Newton equation at $s=0$ gives $F(r)=0$. Differentiate from the right at $t=0$. The left side gives $F'(r)(x-r)$ and the right side gives $F(x)$, so $F(x)=F'(r)(x-r)$.

Conversely, if $F(x)=A(x-r)$ with $A$ continuous and linear, then $F'(x)=A$ and

$$F(x)+F'(x)(y-x)=A(x-r)+A(y-x)=A(y-r).$$

This vanishes at $y=r$, and nowhere else exactly when $A$ is injective.

## The Newton step as a solution of the linearised equation

The spaces `E` and `G` may have any dimension, finite or infinite, and need not be equal.

```lean
import Mathlib

open Set

namespace NewtonOneStep

variable {E G : Type*} [NormedAddCommGroup E] [NormedSpace ℝ E]
  [NormedAddCommGroup G] [NormedSpace ℝ G]
```

Textbooks usually define the Newton step by a formula with an inverse Jacobian. Here `IsNewtonStep F x y` says only that `y` solves the linearised equation, so a step may fail to exist or to be unique. The derivative `fderiv ℝ F x` is the Jacobian at `x`, as a linear map.

```lean
/-- The point `y` is a Newton step from `x` for the equation `F = 0`: it is a zero of the
linearisation `F x + F'(x) (y - x)`. -/
def IsNewtonStep (F : E → G) (x y : E) : Prop :=
  F x + fderiv ℝ F x (y - x) = 0
```

In one variable the Jacobian is multiplication by `deriv f x`.

```lean
/-- For a function of one real variable the Newton equation is `f x + f'(x) (y - x) = 0`. -/
theorem isNewtonStep_real (f : ℝ → ℝ) (x y : ℝ) :
    IsNewtonStep f x y ↔ f x + deriv f x * (y - x) = 0 := by
  rw [IsNewtonStep, fderiv_eq_smul_deriv, smul_eq_mul, mul_comm]
```

Where that derivative is nonzero, the usual update formula returns. The proof multiplies or divides by the derivative.

```lean
/-- Where the derivative is nonzero, the Newton step is given by the update rule
`y = x - f x / f'(x)`. -/
theorem isNewtonStep_iff_update {f : ℝ → ℝ} {x : ℝ} (hd : deriv f x ≠ 0) (y : ℝ) :
    IsNewtonStep f x y ↔ y = x - f x / deriv f x := by
  rw [isNewtonStep_real]
  have e : f x / deriv f x * deriv f x = f x := div_mul_cancel₀ _ hd
  constructor
  · intro h
    apply mul_right_cancel₀ hd
    linear_combination h + e
  · intro h
    rw [h]
    linear_combination (-1 : ℝ) * e
```

## Constant quotients along rays

The chain rule gives the rate of change of $F$ along a ray.

```lean
/-- Along the ray `r + t v`, a differentiable map changes at the rate `F'(r + t v) v`. -/
theorem hasDerivAt_ray {F : E → G} (hF : Differentiable ℝ F) (r v : E) (t : ℝ) :
    HasDerivAt (fun s : ℝ => F (r + s • v)) (fderiv ℝ F (r + t • v) v) t := by
  have h : HasDerivAt (fun s : ℝ => r + s • v) v t :=
    (((hasDerivAt_id' t).smul_const v).const_add r).congr_deriv (one_smul ℝ v)
  exact (hF (r + t • v)).hasFDerivAt.comp_hasDerivAt t h
```

In the next proof, `euler` is the Newton equation on the ray, `hd` is the vanishing derivative of $F(r+sv)/s$, and `hc` compares the quotient at $t$ and at $1$. The comparison uses that the half-line $(0,\infty)$ is open and connected.

```lean
/-- If `F` is differentiable and `r` is a Newton step from every point, then `F` is
homogeneous of degree one about `r`: `F (r + t v) = t F (r + v)` for `t > 0`. -/
theorem homogeneous_of_exact {F : E → G} (hF : Differentiable ℝ F) {r : E}
    (hN : ∀ x, IsNewtonStep F x r) (v : E) {t : ℝ} (ht : 0 < t) :
    F (r + t • v) = t • F (r + v) := by
  -- the Newton equation on the ray is Euler's relation
  have euler : ∀ s : ℝ, F (r + s • v) = s • fderiv ℝ F (r + s • v) v := by
    intro s
    have h := hN (r + s • v)
    have e : r - (r + s • v) = -(s • v) := by abel
    rw [IsNewtonStep, e, map_neg, map_smul] at h
    exact add_neg_eq_zero.mp h
  -- hence the quotient `F (r + s v) / s` has zero derivative
  have hd : ∀ s : ℝ, 0 < s →
      HasDerivAt (fun u : ℝ => u⁻¹ • F (r + u • v)) 0 s := by
    intro s hs
    refine ((hasDerivAt_inv hs.ne').smul (hasDerivAt_ray hF r v s)).congr_deriv ?_
    show s⁻¹ • fderiv ℝ F (r + s • v) v + (-(s ^ 2)⁻¹) • F (r + s • v) = 0
    have e : (s ^ 2)⁻¹ * s = s⁻¹ := by field_simp
    have h2 : (-(s ^ 2)⁻¹) • F (r + s • v) = -(s⁻¹ • fderiv ℝ F (r + s • v) v) := by
      conv_lhs => rw [euler s]
      rw [smul_smul, neg_mul, e, neg_smul]
    rw [h2, add_neg_cancel]
  have hc : t⁻¹ • F (r + t • v) = (1 : ℝ)⁻¹ • F (r + (1 : ℝ) • v) :=
    isOpen_Ioi.is_const_of_deriv_eq_zero (s := Ioi (0 : ℝ)) isPreconnected_Ioi
      (fun s hs => (hd s hs).differentiableAt.differentiableWithinAt)
      (fun s hs => (hd s hs).deriv) (mem_Ioi.mpr ht) (mem_Ioi.mpr one_pos)
  rw [inv_one, one_smul, one_smul] at hc
  rw [← hc, smul_inv_smul₀ ht.ne']
```

The two one-sided derivatives at the root are `h1`, from the chain rule, and `h2`, from the homogeneity recorded in `hray`. A derivative on $[0,\infty)$ at $0$ is unique, so they agree.

```lean
/-- If `F` is differentiable and `r` is a Newton step from every point, then `F` equals its
own linearisation at `r`: `F x = F'(r) (x - r)`. -/
theorem eq_linearisation_of_exact {F : E → G} (hF : Differentiable ℝ F) {r : E}
    (hN : ∀ x, IsNewtonStep F x r) (x : E) : F x = fderiv ℝ F r (x - r) := by
  have hr : F r = 0 := by simpa [IsNewtonStep] using hN r
  have hray : ∀ s ∈ Ici (0 : ℝ), F (r + s • (x - r)) = s • F x := by
    intro s hs
    rcases eq_or_lt_of_le (mem_Ici.mp hs) with h | h
    · rw [← h, zero_smul, zero_smul, add_zero, hr]
    · have e : r + (x - r) = x := by abel
      rw [homogeneous_of_exact hF hN (x - r) h, e]
  -- two expressions for the one-sided derivative at the root
  have h1 : HasDerivWithinAt (fun s : ℝ => F (r + s • (x - r)))
      (fderiv ℝ F r (x - r)) (Ici 0) 0 := by
    have h := (hasDerivAt_ray hF r (x - r) 0).hasDerivWithinAt (s := Ici 0)
    simpa only [zero_smul, add_zero] using h
  have h0 : HasDerivAt (fun s : ℝ => s • F x) (F x) 0 :=
    ((hasDerivAt_id' (0 : ℝ)).smul_const (F x)).congr_deriv (one_smul ℝ (F x))
  have h2 : HasDerivWithinAt (fun s : ℝ => F (r + s • (x - r))) (F x) (Ici 0) 0 :=
    h0.hasDerivWithinAt.congr hray (hray 0 self_mem_Ici)
  exact (uniqueDiffOn_Ici (0 : ℝ) 0 self_mem_Ici).eq_deriv _ h2 h1
```

## Affine maps and uniqueness of the step

The converse computation finds all Newton steps of an affine map at once. In the proof, `hA` identifies the Jacobian with `A`.

```lean
/-- For an affine map `F x = A (x - r)` with `A` continuous and linear, the Newton steps from
`x` are exactly the points `y` with `A (y - r) = 0`. -/
theorem isNewtonStep_affine {F : E → G} {A : E →L[ℝ] G} {r : E}
    (h : ∀ x, F x = A (x - r)) (x y : E) : IsNewtonStep F x y ↔ A (y - r) = 0 := by
  have hf : F = fun z => A z - A r := funext fun z => by rw [h z, map_sub]
  have hA : fderiv ℝ F x = A := by
    rw [hf]
    exact (A.hasFDerivAt.sub_const (A r)).fderiv
  have e : x - r + (y - x) = y - r := by abel
  rw [IsNewtonStep, hA, h x, ← map_add, e]
```

Together the two directions give an equivalence for differentiable maps.

```lean
/-- A differentiable map has `r` as a Newton step from every point if and only if it is of the
form `F x = A (x - r)` with `A` continuous and linear. -/
theorem exact_iff_affine {F : E → G} (hF : Differentiable ℝ F) (r : E) :
    (∀ x, IsNewtonStep F x r) ↔ ∃ A : E →L[ℝ] G, ∀ x, F x = A (x - r) := by
  constructor
  · intro hN
    exact ⟨fderiv ℝ F r, eq_linearisation_of_exact hF hN⟩
  · rintro ⟨A, h⟩ x
    rw [isNewtonStep_affine h, sub_self, map_zero]
```

Uniqueness of the step adds injectivity of `A`: a null vector $v$ of the Jacobian would make $r+v$ a second Newton step from $r$.

```lean
/-- For a differentiable map, `r` is the one and only Newton step from every point if and only
if `F x = A (x - r)` with `A` continuous, linear and injective. -/
theorem unique_exact_iff_affine {F : E → G} (hF : Differentiable ℝ F) (r : E) :
    (∀ x y, IsNewtonStep F x y ↔ y = r) ↔
      ∃ A : E →L[ℝ] G, Function.Injective A ∧ ∀ x, F x = A (x - r) := by
  constructor
  · intro hN
    have h := eq_linearisation_of_exact hF fun x => (hN x r).mpr rfl
    refine ⟨fderiv ℝ F r, (injective_iff_map_eq_zero _).mpr fun v hv => ?_, h⟩
    -- a null vector of the Jacobian would give a second Newton step
    have hs : IsNewtonStep F r (r + v) := by
      rw [isNewtonStep_affine h, add_sub_cancel_left, hv]
    simpa using (hN r (r + v)).mp hs
  · rintro ⟨A, hA, h⟩ x y
    rw [isNewtonStep_affine h, map_eq_zero_iff A hA, sub_eq_zero]
```

The limiting case $c\to0$ on the real line shows the difference between the two equivalences. For $f=0$ every $y$ solves the Newton equation, so $r$ is a step from everywhere but not the only one.

## The real line and a kink at the root

For real functions, a nonzero derivative at every point excludes $f=0$. Differentiability is not a separate hypothesis here, because Lean sets `deriv f x` to zero where no derivative exists. By the update lemma, the left side of the equivalence says that $f'(x)\neq0$ and $x-f(x)/f'(x)=r$ for every $x$.

```lean
/-- A real function has a nonzero derivative everywhere and `r` as its Newton step from every
point if and only if `f x = c (x - r)` for some nonzero constant `c`. -/
theorem real_exact_iff_affine (f : ℝ → ℝ) (r : ℝ) :
    (∀ x, deriv f x ≠ 0 ∧ IsNewtonStep f x r) ↔ ∃ c : ℝ, c ≠ 0 ∧ ∀ x, f x = c * (x - r) := by
  constructor
  · intro h
    have hf : Differentiable ℝ f := fun x => differentiableAt_of_deriv_ne_zero (h x).1
    refine ⟨deriv f r, (h r).1, fun x => ?_⟩
    rw [eq_linearisation_of_exact hf (fun z => (h z).2) x, fderiv_eq_smul_deriv,
      smul_eq_mul, mul_comm]
  · rintro ⟨c, hc, h⟩ x
    have hd : deriv f x = c := by
      rw [funext h]
      exact ((((hasDerivAt_id' x).sub_const r).const_mul c).congr_deriv (mul_one c)).deriv
    refine ⟨by rw [hd]; exact hc, ?_⟩
    rw [isNewtonStep_real, hd, h x]
    ring
```

Continuity at the root, with differentiability everywhere else, is not enough. The function $2x+|x|$ has slope $1$ on the left of its root and $3$ on the right. Newton's method reaches $0$ in one step from every other point, yet the graph is bent. The proof treats the two signs of $x$ separately. It then rules out the form $c(x-r)$ from the values at $0$, $1$ and $-1$: the last two add up to $2$, while an affine function vanishing at $0$ would give $0$.

```lean
/-- The function `2 x + |x|` has a nonzero derivative and the Newton step `0` at every
`x ≠ 0`, yet it is not of the form `c (x - r)`. -/
theorem kink_exact_not_affine :
    (∀ x : ℝ, x ≠ 0 → deriv (fun y : ℝ => 2 * y + |y|) x ≠ 0 ∧
      IsNewtonStep (fun y : ℝ => 2 * y + |y|) x 0) ∧
    ¬ ∃ c r : ℝ, ∀ x : ℝ, 2 * x + |x| = c * (x - r) := by
  constructor
  · intro x hx
    rw [isNewtonStep_real]
    rcases lt_or_gt_of_ne hx with h | h
    · -- slope one to the left of the kink
      have hd : deriv (fun y : ℝ => 2 * y + |y|) x = 1 :=
        ((((hasDerivAt_id' x).const_mul 2).fun_add (hasDerivAt_abs_neg h)).congr_deriv
          (by norm_num)).deriv
      rw [hd, abs_of_neg h]
      exact ⟨one_ne_zero, by ring⟩
    · -- slope three to the right of the kink
      have hd : deriv (fun y : ℝ => 2 * y + |y|) x = 3 :=
        ((((hasDerivAt_id' x).const_mul 2).fun_add (hasDerivAt_abs_pos h)).congr_deriv
          (by norm_num)).deriv
      rw [hd, abs_of_pos h]
      exact ⟨three_ne_zero, by ring⟩
  · rintro ⟨c, r, h⟩
    have h0 := h 0
    have h1 := h 1
    have h2 := h (-1)
    rw [abs_zero] at h0
    rw [abs_one] at h1
    rw [abs_neg, abs_one] at h2
    linarith

end NewtonOneStep
```

```lean
#print axioms NewtonOneStep.isNewtonStep_affine
#print axioms NewtonOneStep.exact_iff_affine
#print axioms NewtonOneStep.real_exact_iff_affine
#print axioms NewtonOneStep.kink_exact_not_affine
```

```
'NewtonOneStep.isNewtonStep_affine' depends on axioms: [propext, Classical.choice, Quot.sound]
'NewtonOneStep.exact_iff_affine' depends on axioms: [propext, Classical.choice, Quot.sound]
'NewtonOneStep.real_exact_iff_affine' depends on axioms: [propext, Classical.choice, Quot.sound]
'NewtonOneStep.kink_exact_not_affine' depends on axioms: [propext, Classical.choice, Quot.sound]
```

## Consequence for self-consistent field solvers

Linear-response equations with a fixed invertible operator have an affine residual, and one exact Newton step solves them. If a residual is differentiable on a whole normed space but not affine, there are starting points from which the solution is not an exact Newton step: the linearised equation there has only other solutions, or none at all. A residual defined on only part of the space, such as a Kohn–Sham residual restricted to non-negative densities, is not covered by the theorems. DIIS, Anderson and Broyden methods replace the exact Jacobian by information from earlier iterates, and the theorems say nothing about that replacement.
